# A Six-Term Positron Enhancement Factor and Its Nonzero Annihilation Rate in the Dilute Limit

How fast a positron annihilates in an electron gas depends on the electron density at its own position, and the model used here takes the ratio of that density to the mean density as a given function of the mean density alone. The positron attracts electrons, so this ratio, the enhancement factor, is larger than one. If it is left out, the annihilation rate falls to zero as the gas is diluted. With the factor below, the rate tends to a positive constant instead.

Let r > 0 be the density parameter of the gas, the radius in Bohr radii of a sphere that holds one electron on average. It is usually written r_s; the subscript is dropped here. The enhancement factor is

g(r) = 1 + 1.23 r + 0.8295 r^(3/2) − 1.26 r² + 0.3286 r^(5/2) + r³/6.

Its coefficients are taken as given. The last one, 1/6, stands for the binding of the positron to a single electron when the gas is very thin, as the limit of the rate will show.

## Rates at a given density

One electron per sphere of radius r means a mean density

n(r) = 3/(4πr³).

The independent-particle rate is K n(r), where the coupling constant K collects the strength of electron–positron annihilation, averaged over spin. The enhanced rate is K n(r) g(r). For rates per nanosecond a rounded value of the constant is K = 16π, which gives

K n(r) = 12/r³ and K n(r) g(r) = 12 g(r)/r³.

The claims are these:

- g(4) > 13.
- g(r)/r³ → 1/6 as r → ∞.
- For every real K, the enhanced rate tends to K/(8π) and the independent-particle rate tends to 0. For K = 16π the two limits are 2 and 0.
- For every r > 0, g(r) > 1 and g(r) > r³/6. If K > 0, the enhanced rate is therefore above K/(8π) at every finite r.

The limit K/(8π) has a direct reading. In the ground state of positronium, the electron density at the positron is 1/(8π) per cubic Bohr radius, so K/(8π) is the spin-averaged annihilation rate of a positron bound to one electron.

## The enhancement factor as a polynomial in √r

Put r = s² with s ≥ 0. Then r^(3/2) = s³ and r^(5/2) = s⁵, so

g(s²) = 1 + 1.23 s² + 0.8295 s³ − 1.26 s⁴ + 0.3286 s⁵ + s⁶/6.

At r = 4 we have s = 2, and the terms are

g(4) = 1 + 4.92 + 6.636 − 20.16 + 10.5152 + 10.6667 = 13.5779

to four decimals, which exceeds 13.

For the limit, let s > 0, divide by r³ = s⁶ and write t = 1/s = 1/√r:

g(r)/r³ = t⁶ + 1.23 t⁴ + 0.8295 t³ − 1.26 t² + 0.3286 t + 1/6.

As r → ∞, t → 0. A polynomial is continuous, so the right-hand side tends to its value at t = 0, which is 1/6.

For the lower bounds, group the four middle terms of g:

g(s²) = 1 + s² q(s) + s⁶/6, with q(s) = 1.23 + 0.8295 s − 1.26 s² + 0.3286 s³.

Only one term of q is negative for s > 0. Completing squares gives

q(s) = 0.3286 s (s − 2.1)² + 0.12012 (s − 2.6)² + 0.004998 s + 0.4179888.

Expanding the right-hand side recovers the coefficients of q. For s ≥ 0 no term on the right is negative and the last is positive, so q(s) > 0. When s > 0, both s² q(s) and s⁶/6 are positive. Dropping these two terms from g leaves g > 1. Dropping 1 and s² q(s) leaves g > s⁶/6 = r³/6.

## From the enhancement factor to the rates

The enhanced rate is a constant times the ratio already studied:

K n(r) g(r) = (3K/(4π)) · g(r)/r³.

It therefore tends to (3K/(4π)) · (1/6) = K/(8π). Without g, the rate is (3K/(4π)) · (1/r³), which tends to 0. The bound carries over in the same way. For K > 0 the factor K n(r) is positive, so

K n(r) g(r) > K n(r) · r³/6 = K/(8π).

## The two rates at r = 100

Here √r = 10 and t = 0.1, so the polynomial in t gives

g(100)/100³ = 0.000001 + 0.000123 + 0.0008295 − 0.0126 + 0.03286 + 0.166667 = 0.187880.

With K = 16π the enhanced rate is 12 × 0.187880 = 2.2546, while the independent-particle rate is 12/10⁶ = 0.000012. The enhanced rate is still about 13 per cent above its limit, because the leading correction falls only as 1/√r. At r = 4 the two rates are 2.5459 and 0.1875.

## Density, enhancement and rates in Lean

The development works with real numbers throughout.

```lean
import Mathlib

open Filter Topology Real

namespace PositronAnnihilation

noncomputable section
```

The function g is called `enhancement`. The exponents `(3 / 2 : ℝ)` and `(5 / 2 : ℝ)` are real numbers, so these two terms are real powers; the exponents 2 and 3 are natural numbers. The decimal coefficients are exact rationals and carry no rounding.

```lean
/-- The positron enhancement factor as a function of the electron-gas density parameter `r ≥ 0`
(in Bohr radii). -/
def enhancement (r : ℝ) : ℝ :=
  1 + 1.23 * r + 0.8295 * r ^ (3 / 2 : ℝ) - 1.26 * r ^ 2 + 0.3286 * r ^ (5 / 2 : ℝ) + r ^ 3 / 6
```

The density n is a function of r alone. Lengths are in Bohr radii, but Lean sees only numbers: the unit is a matter of interpretation.

```lean
/-- The electron density for `r > 0`: one electron per sphere of radius `r`. -/
def density (r : ℝ) : ℝ := 3 / (4 * π * r ^ 3)
```

The coupling constant is an argument of the rate, so the theorems can be stated for any value of it.

```lean
/-- The independent-particle annihilation rate for `r > 0`: a coupling constant `K` times the
unperturbed electron density. -/
def independentRate (K r : ℝ) : ℝ := K * density r
```

The enhanced rate is defined as a product. That the annihilation rate has this form, with this g, is the physical assumption of the model.

```lean
/-- The enhanced annihilation rate for `r > 0`: the independent-particle rate times the
enhancement factor. -/
def enhancedRate (K r : ℝ) : ℝ := independentRate K r * enhancement r
```

## Half-integer powers removed

The first theorem is the substitution r = s². In each of the two auxiliary equations, the natural-number power s² is rewritten as a real power, the exponents are multiplied, and `norm_num` checks that 2 · 3/2 = 3 or 2 · 5/2 = 5. The hypothesis `0 ≤ s` is what makes s the square root of r. For negative s the left-hand side would contain |s|³ and |s|⁵ where the right-hand side has s³ and s⁵.

```lean
/-- In terms of `s = √r ≥ 0` the enhancement factor is a polynomial of degree six. -/
theorem enhancement_sq {s : ℝ} (hs : 0 ≤ s) :
    enhancement (s ^ 2) =
      1 + 1.23 * s ^ 2 + 0.8295 * s ^ 3 - 1.26 * s ^ 4 + 0.3286 * s ^ 5 + s ^ 6 / 6 := by
  have h3 : (s ^ 2) ^ (3 / 2 : ℝ) = s ^ 3 := by
    rw [← Real.rpow_natCast s 2, ← Real.rpow_mul hs, ← Real.rpow_natCast s 3]
    congr 1
    norm_num
  have h5 : (s ^ 2) ^ (5 / 2 : ℝ) = s ^ 5 := by
    rw [← Real.rpow_natCast s 2, ← Real.rpow_mul hs, ← Real.rpow_natCast s 5]
    congr 1
    norm_num
  unfold enhancement
  rw [h3, h5]
  ring
```

## Lower bounds at every density

The next theorem states both inequalities for all r > 0. It first replaces r by s² with s = √r > 0. The statement `hq` is q(s) > 0. The tactic `nlinarith` is given the two facts s(s − 2.1)² ≥ 0 and (s − 2.6)² ≥ 0, the same squares as in the decomposition above, and finds a suitable combination itself. Then `hm` is s² q(s) > 0 and `h6` is s⁶ > 0. After g has been rewritten as a polynomial, each inequality follows from these by linear arithmetic.

```lean
/-- At every density parameter `r > 0` the enhancement factor exceeds both `1` and `r³/6`. -/
theorem enhancement_lower_bounds {r : ℝ} (hr : 0 < r) :
    1 < enhancement r ∧ r ^ 3 / 6 < enhancement r := by
  obtain ⟨s, hs, rfl⟩ : ∃ s : ℝ, 0 < s ∧ s ^ 2 = r :=
    ⟨√r, Real.sqrt_pos.2 hr, Real.sq_sqrt hr.le⟩
  -- the only negative term is outweighed by the other three together
  have hq : 0 < 1.23 + 0.8295 * s - 1.26 * s ^ 2 + 0.3286 * s ^ 3 := by
    nlinarith [mul_nonneg hs.le (sq_nonneg (s - 2.1)), sq_nonneg (s - 2.6)]
  have hm := mul_pos (pow_pos hs 2) hq
  have h6 := pow_pos hs 6
  rw [enhancement_sq hs.le]
  constructor
  · linarith
  · linarith
```

## The limit of g(r)/r³

In Lean, `Tendsto f atTop (𝓝 a)` says that f(r) tends to a as r grows without bound. Large r means low density, so this is the dilute limit.

The proof has the three parts of the derivation. The statement `ht` says that 1/√r tends to 0. The statement `hp` says that the polynomial in t is continuous, and `h0` turns this into a limit at t = 0 with value 1/6. Composing the two gives the limit of the polynomial evaluated at t = 1/√r. It remains to identify this expression with g(r)/r³. The identity is needed only for large r, so `filter_upwards` restricts attention to r > 0, where r = s² and `field_simp` clears the denominators.

```lean
/-- In the dilute limit the enhancement factor grows as `r³/6`. -/
theorem enhancement_div_cube_tendsto :
    Tendsto (fun r : ℝ => enhancement r / r ^ 3) atTop (𝓝 (1 / 6)) := by
  have ht : Tendsto (fun r : ℝ => (√r)⁻¹) atTop (𝓝 0) :=
    tendsto_inv_atTop_zero.comp Real.tendsto_sqrt_atTop
  -- the ratio is a polynomial in `1/√r` with constant term `1/6`
  have hp : Continuous (fun t : ℝ =>
      t ^ 6 + 1.23 * t ^ 4 + 0.8295 * t ^ 3 - 1.26 * t ^ 2 + 0.3286 * t + 1 / 6) := by
    fun_prop
  have h0 := hp.tendsto' 0 (1 / 6) (by norm_num)
  refine (h0.comp ht).congr' ?_
  filter_upwards [eventually_gt_atTop (0 : ℝ)] with r hr
  obtain ⟨s, hs, rfl⟩ : ∃ s : ℝ, 0 < s ∧ s ^ 2 = r :=
    ⟨√r, Real.sqrt_pos.2 hr, Real.sq_sqrt hr.le⟩
  have hs' : s ≠ 0 := hs.ne'
  simp only [Function.comp_apply, Real.sqrt_sq hs.le, enhancement_sq hs.le]
  field_simp
```

## Limits of the two rates

For the independent-particle rate, the proof writes the function as 3K/(4π) times 1/r³ and uses that 1/r³ tends to 0. No sign of K is assumed.

```lean
/-- In the dilute limit the independent-particle rate vanishes. -/
theorem independentRate_tendsto (K : ℝ) :
    Tendsto (independentRate K) atTop (𝓝 0) := by
  have h : Tendsto (fun r : ℝ => (r ^ 3)⁻¹) atTop (𝓝 0) :=
    tendsto_inv_atTop_zero.comp (tendsto_pow_atTop (by norm_num))
  have e : independentRate K = fun r => 3 * K / (4 * π) * (r ^ 3)⁻¹ := by
    funext r
    unfold independentRate density
    ring
  rw [e]
  simpa only [mul_zero] using h.const_mul (3 * K / (4 * π))
```

The enhanced rate is written as the same constant times g(r)/r³, and the previous limit is multiplied by that constant. The identity K/(8π) = (3K/(4π)) · (1/6) puts the result in the stated form.

```lean
/-- In the dilute limit the enhanced rate tends to `K/(8π)`. -/
theorem enhancedRate_tendsto (K : ℝ) :
    Tendsto (enhancedRate K) atTop (𝓝 (K / (8 * π))) := by
  have e : enhancedRate K = fun r => 3 * K / (4 * π) * (enhancement r / r ^ 3) := by
    funext r
    unfold enhancedRate independentRate density
    ring
  rw [e, show K / (8 * π) = 3 * K / (4 * π) * (1 / 6) by ring]
  exact enhancement_div_cube_tendsto.const_mul _
```

The strict bound does need K > 0: for K = 0 both sides are zero. The proof shows that the independent-particle rate is positive, rewrites K/(8π) as that rate times r³/6, and multiplies the inequality r³/6 < g(r) by the positive rate.

```lean
/-- For a positive coupling constant and any `r > 0`, the enhanced rate lies strictly above
`K/(8π)`. -/
theorem enhancedRate_gt_limit {K r : ℝ} (hK : 0 < K) (hr : 0 < r) :
    K / (8 * π) < enhancedRate K r := by
  have hd : 0 < independentRate K r := by
    unfold independentRate density
    positivity
  have e : K / (8 * π) = independentRate K r * (r ^ 3 / 6) := by
    have hc : r ^ 3 * (r ^ 3)⁻¹ = 1 := mul_inv_cancel₀ (pow_pos hr 3).ne'
    unfold independentRate density
    calc K / (8 * π) = K / (8 * π) * (r ^ 3 * (r ^ 3)⁻¹) := by rw [hc, mul_one]
      _ = K * (3 / (4 * π * r ^ 3)) * (r ^ 3 / 6) := by ring
  rw [e]
  exact mul_lt_mul_of_pos_left (enhancement_lower_bounds hr).2 hd
```

In calculations of positron lifetimes in solids, an enhancement factor is often evaluated at the local electron density. For this particular g and K > 0, the last two theorems say that the local rate then stays above K/(8π) at every nonzero density and approaches this value as the density tends to zero.

## The value K = 16π

With this constant the factor π cancels and the independent-particle rate becomes 12/r³. The theorem holds for all real r, including r = 0, where Lean's division by zero makes both sides zero; physically only r > 0 is meant.

```lean
/-- The coupling constant `K = 16π` gives the independent-particle rate `12/r³`. -/
theorem independentRate_sixteen_pi (r : ℝ) : independentRate (16 * π) r = 12 / r ^ 3 := by
  have hpi : π * π⁻¹ = 1 := mul_inv_cancel₀ Real.pi_ne_zero
  unfold independentRate density
  calc 16 * π * (3 / (4 * π * r ^ 3)) = 12 * (π * π⁻¹) / r ^ 3 := by ring
    _ = 12 / r ^ 3 := by rw [hpi, mul_one]
```

The final theorem joins four statements: g(4) > 13, the limit 1/6 of g(r)/r³, the limit 2 of 12 g(r)/r³, and the limit 0 of 12/r³. The first is proved by writing 4 as 2² and evaluating the polynomial at s = 2 with rational numbers. The second is the theorem on g(r)/r³. The last two are the general limits at K = 16π, with 16π/(8π) = 2.

All of this concerns the formula for g. The step from here to a real electron gas is the assumption that g gives the correct electron density at the positron, and that has to come from many-body theory or experiment.

```lean
/-- The enhancement factor exceeds `13` at `r = 4` and grows as `r³/6` in the dilute limit, where
the enhanced rate `12 g(r)/r³` tends to `2` while the independent-particle rate `12/r³` vanishes. -/
theorem positron_enhancement :
    13 < enhancement 4 ∧
    Tendsto (fun r : ℝ => enhancement r / r ^ 3) atTop (𝓝 (1 / 6)) ∧
    Tendsto (fun r : ℝ => 12 * enhancement r / r ^ 3) atTop (𝓝 2) ∧
    Tendsto (fun r : ℝ => 12 / r ^ 3) atTop (𝓝 0) := by
  refine ⟨?_, enhancement_div_cube_tendsto, ?_, ?_⟩
  · rw [show (4 : ℝ) = 2 ^ 2 by norm_num, enhancement_sq (by norm_num)]
    norm_num
  · have e : (fun r : ℝ => 12 * enhancement r / r ^ 3) = enhancedRate (16 * π) := by
      funext r
      unfold enhancedRate
      rw [independentRate_sixteen_pi]
      ring
    have h2 : 16 * π / (8 * π) = 2 := by
      rw [div_eq_iff (by positivity)]
      ring
    rw [e, ← h2]
    exact enhancedRate_tendsto (16 * π)
  · exact (independentRate_tendsto (16 * π)).congr independentRate_sixteen_pi

end

end PositronAnnihilation
```

```lean
#print axioms PositronAnnihilation.enhancedRate_gt_limit
#print axioms PositronAnnihilation.positron_enhancement
```

```
'PositronAnnihilation.enhancedRate_gt_limit' depends on axioms: [propext, Classical.choice, Quot.sound]
'PositronAnnihilation.positron_enhancement' depends on axioms: [propext, Classical.choice, Quot.sound]
```
